# For a gapped projection commuting with H, tr(P[∂₁P, ∂₂P]) is an occupied–empty sum over squared energy differences

For the Berry curvature of several occupied bands at a Bloch momentum $k=(k_1,k_2)$, what should I differentiate: the eigenvectors of the Hamiltonian $H(k)$, or the projection $P(k)$ onto the occupied ones? The eigenvectors have arbitrary phases, and where occupied bands touch I may not be able to choose them smoothly. The projection has neither problem, and $\mathrm{tr}(P[\partial_1P,\partial_2P])$ needs no eigenvectors at all. Yet the formula I meet in practice is a sum over eigenstates with $(E_a-E_b)^2$ in the denominator. How do I get from one to the other, and what happens to pairs of degenerate occupied levels, whose denominators would vanish?

## Differentiate the matrices and fix the eigenbasis at one point

Differentiate $H$ and $P$, and use eigenvectors only at the point $k$ itself. No eigenvector then needs a derivative, and pairs of occupied levels drop out before any division.

Let $u_a$ be orthonormal eigenvectors of $H(k)$ with energies $E_a$, each either occupied ($Pu_a=u_a$) or empty ($Pu_a=0$). Write $A_{ab}=\langle u_a|A|u_b\rangle$, and let a prime stand for either partial derivative at $k$. Near $k$ we have $P^2=P$ and $HP=PH$, so the product rule gives

$$P'P+PP'=P',\qquad H'P+HP'=P'H+PH'.$$

For $a$ and $b$ both occupied, the first relation reads $P'_{ab}+P'_{ab}=P'_{ab}$, hence $P'_{ab}=0$. This holds whether or not $E_a=E_b$.

For $a$ occupied and $b$ empty, the $ab$ and $ba$ elements of the second relation are

$$E_aP'_{ab}=P'_{ab}E_b+H'_{ab},\qquad H'_{ba}+E_bP'_{ba}=P'_{ba}E_a.$$

If $E_a\neq E_b$, it follows that

$$P'_{ab}=\frac{H'_{ab}}{E_a-E_b},\qquad P'_{ba}=\frac{H'_{ba}}{E_a-E_b}.$$

Both elements have the same denominator, so their product carries a square with a plus sign. In the eigenbasis, the factor $P$ restricts the outer index of the trace to occupied levels:

$$\mathrm{tr}(P[\partial_1P,\partial_2P])=\sum_{a\,\mathrm{occ}}\sum_b\big[(\partial_1P)_{ab}(\partial_2P)_{ba}-(\partial_2P)_{ab}(\partial_1P)_{ba}\big].$$

Terms with $b$ occupied vanish. Inserting the quotients in the rest gives

$$\mathrm{tr}(P[\partial_1P,\partial_2P])=\sum_{a\,\mathrm{occ}}\sum_{b\,\mathrm{empty}}\frac{(\partial_1H)_{ab}(\partial_2H)_{ba}-(\partial_2H)_{ab}(\partial_1H)_{ba}}{(E_a-E_b)^2}.$$

## What the Lean theorem assumes about the bands

`trace_curvature_eq_sum` states this last identity for finite complex matrices that depend on a point of `ℝ × ℝ`. In the code `n` is the type of matrix indices, not a band label as in many textbooks; the levels are `a` and `b`.

- `HasPartials H H1 H2 k` says that `H1` and `H2` are the entrywise partial derivatives of `H` at `k`. The same is assumed of `P`, so the differentiability of the projection is an input and is not derived from that of the Hamiltonian.
- `idem` and `comm` say that $P^2=P$ and $HP=PH$ throughout some neighbourhood of `k`. Physically, the selected states remain an invariant subspace of the Hamiltonian as the momentum varies.
- `IsGappedEigenbasis` describes the eigenbasis at `k`. The columns of the unitary matrix `U` are the $u_a$, the real numbers `E a` are the energies, and `occ` is the set of occupied levels. Its `gap` field says that no occupied level shares an energy with an empty one. This stands for a group of bands that does not touch the others at this momentum; the group need not be the lowest.
- `inBasis U A` is $U^\dagger AU$, whose entries are the $A_{ab}$ above.

The basis is supplied as a hypothesis, and it makes $H(k)$ Hermitian and $P(k)$ an orthogonal projection. If `occ` is empty or contains every level, both sides are zero.

Two steps are left to the physicist: the identification of the trace with the Berry curvature, up to a factor $i$, and the passage from a crystal to a finite matrix $H(k)$ in a fixed orthonormal basis. A non-orthogonal orbital basis, for example, would bring in a momentum-dependent overlap matrix.

```lean
import Mathlib

open Matrix Filter
open scoped Topology

namespace BandCurvature

noncomputable section

variable {n : Type*} [Fintype n] [DecidableEq n]

/-- The matrix `A'` is the entrywise derivative of the matrix family `A` at `t`. -/
def HasEntryDeriv (A : ℝ → Matrix n n ℂ) (A' : Matrix n n ℂ) (t : ℝ) : Prop :=
  ∀ i j, HasDerivAt (fun s => A s i j) (A' i j) t

/-- `A1` and `A2` are the partial derivatives of `A` in `k1` and `k2` at the point `k`. -/
def HasPartials (A : ℝ × ℝ → Matrix n n ℂ) (A1 A2 : Matrix n n ℂ) (k : ℝ × ℝ) : Prop :=
  HasEntryDeriv (fun t => A (t, k.2)) A1 k.1 ∧ HasEntryDeriv (fun t => A (k.1, t)) A2 k.2

/-- The matrix elements of `A` between the columns of `U`. -/
def inBasis (U A : Matrix n n ℂ) : Matrix n n ℂ := Uᴴ * A * U

/-- The columns of `U` are orthonormal eigenvectors of `H` with real energies `E`; those in
`occ` span the range of `P`, the others its kernel, and the two share no energy. -/
structure IsGappedEigenbasis (H P U : Matrix n n ℂ) (E : n → ℝ) (occ : Finset n) :
    Prop where
  unitary : Uᴴ * U = 1
  energy : inBasis U H = diagonal (fun a => (E a : ℂ))
  filling : inBasis U P = diagonal (fun a => if a ∈ occ then 1 else 0)
  gap : ∀ a ∈ occ, ∀ b ∉ occ, E a ≠ E b

/-- In an orthonormal basis, the matrix of a product is the product of the matrices. -/
theorem inBasis_mul {U : Matrix n n ℂ} (hU : Uᴴ * U = 1) (A B : Matrix n n ℂ) :
    inBasis U (A * B) = inBasis U A * inBasis U B := by
  have h : U * Uᴴ = 1 := mul_eq_one_comm.mp hU
  calc Uᴴ * (A * B) * U = Uᴴ * A * 1 * B * U := by simp only [mul_one, mul_assoc]
    _ = Uᴴ * A * (U * Uᴴ) * B * U := by rw [h]
    _ = inBasis U A * inBasis U B := by simp only [inBasis, mul_assoc]

omit [DecidableEq n] in
/-- Differentiating `P² = P` and `HP = PH`, valid near `t`, gives two linear relations
between the derivatives of `H` and `P`. -/
theorem deriv_relations {H P : ℝ → Matrix n n ℂ} {H' P' : Matrix n n ℂ} {t : ℝ}
    (hH : HasEntryDeriv H H' t) (hP : HasEntryDeriv P P' t)
    (idem : ∀ᶠ s in 𝓝 t, P s * P s = P s) (comm : ∀ᶠ s in 𝓝 t, H s * P s = P s * H s) :
    P' * P t + P t * P' = P' ∧ H' * P t + H t * P' = P' * H t + P t * H' := by
  -- product rule for matrix families
  have prod : ∀ {A B : ℝ → Matrix n n ℂ} {A' B' : Matrix n n ℂ}, HasEntryDeriv A A' t →
      HasEntryDeriv B B' t →
      HasEntryDeriv (fun s => A s * B s) (A' * B t + A t * B') t := by
    intro A B A' B' hA hB i j
    have h := HasDerivAt.fun_sum (u := Finset.univ)
      (fun l _ => (hA i l).fun_mul (hB l j))
    simpa only [Matrix.mul_apply, Matrix.add_apply, Finset.sum_add_distrib] using h
  -- families that agree near `t` have the same derivative
  have uniq : ∀ {A B : ℝ → Matrix n n ℂ} {A' B' : Matrix n n ℂ}, HasEntryDeriv A A' t →
      HasEntryDeriv B B' t → (∀ᶠ s in 𝓝 t, A s = B s) → A' = B' := by
    intro A B A' B' hA hB h
    ext i j
    exact (hA i j).unique ((hB i j).congr_of_eventuallyEq
      (h.mono fun s hs => congrArg (fun M : Matrix n n ℂ => M i j) hs))
  exact ⟨uniq (prod hP hP) hP idem, uniq (prod hH hP) (prod hP hH) comm⟩

/-- In a gapped eigenbasis, and under the two differentiated relations, `P'` vanishes between
occupied levels; its two elements between an occupied and an empty level are those of `H'` divided
by the occupied energy minus the empty one. -/
theorem projector_elements {H P U H' P' : Matrix n n ℂ} {E : n → ℝ} {occ : Finset n}
    (hB : IsGappedEigenbasis H P U E occ) (h1 : P' * P + P * P' = P')
    (h2 : H' * P + H * P' = P' * H + P * H') {a b : n} (ha : a ∈ occ) :
    (b ∈ occ → inBasis U P' a b = 0) ∧
    (b ∉ occ → inBasis U P' a b = inBasis U H' a b / (E a - E b) ∧
      inBasis U P' b a = inBasis U H' b a / (E a - E b)) := by
  have add : ∀ A B, inBasis U (A + B) = inBasis U A + inBasis U B := by
    intro A B
    simp only [inBasis, mul_add, add_mul]
  have g1 := congrArg (inBasis U) h1
  have g2 := congrArg (inBasis U) h2
  simp only [add, inBasis_mul hB.unitary, hB.energy, hB.filling] at g1 g2
  refine ⟨fun hb => ?_, fun hb => ?_⟩
  · have h := congrArg (fun M : Matrix n n ℂ => M a b) g1
    simp only [Matrix.add_apply, Matrix.mul_diagonal, Matrix.diagonal_mul,
      if_pos ha, if_pos hb] at h
    linear_combination h
  · have hne : (E a : ℂ) - E b ≠ 0 :=
      sub_ne_zero.mpr (by exact_mod_cast hB.gap a ha b hb)
    have hab := congrArg (fun M : Matrix n n ℂ => M a b) g2
    have hba := congrArg (fun M : Matrix n n ℂ => M b a) g2
    simp only [Matrix.add_apply, Matrix.mul_diagonal, Matrix.diagonal_mul,
      if_pos ha, if_neg hb] at hab hba
    rw [eq_div_iff hne, eq_div_iff hne]
    exact ⟨by linear_combination hab, by linear_combination -hba⟩

/-- For differentiable `H` and `P`, with `P` a projection commuting with `H` near `k`, and an
adapted eigenbasis at `k` whose occupied and empty levels share no energy, `tr (P [∂₁P, ∂₂P])` is
the occupied-empty sum of antisymmetrised elements of `∂₁H` and `∂₂H` over squared energy
differences. -/
theorem trace_curvature_eq_sum {H P : ℝ × ℝ → Matrix n n ℂ} {k : ℝ × ℝ}
    {H1 H2 P1 P2 U : Matrix n n ℂ} {E : n → ℝ} {occ : Finset n}
    (idem : ∀ᶠ q in 𝓝 k, P q * P q = P q) (comm : ∀ᶠ q in 𝓝 k, H q * P q = P q * H q)
    (hH : HasPartials H H1 H2 k) (hP : HasPartials P P1 P2 k)
    (hB : IsGappedEigenbasis (H k) (P k) U E occ) :
    trace (P k * (P1 * P2 - P2 * P1)) =
      ∑ a ∈ occ, ∑ b ∈ occᶜ,
        (inBasis U H1 a b * inBasis U H2 b a - inBasis U H2 a b * inBasis U H1 b a) /
          ((E a : ℂ) - E b) ^ 2 := by
  have c1 : Tendsto (fun t : ℝ => (t, k.2)) (𝓝 k.1) (𝓝 k) :=
    (by fun_prop : Continuous fun t : ℝ => (t, k.2)).tendsto k.1
  have c2 : Tendsto (fun t : ℝ => (k.1, t)) (𝓝 k.2) (𝓝 k) :=
    (by fun_prop : Continuous fun t : ℝ => (k.1, t)).tendsto k.2
  have r1 : P1 * P k + P k * P1 = P1 ∧ H1 * P k + H k * P1 = P1 * H k + P k * H1 :=
    deriv_relations hH.1 hP.1 (c1.eventually idem) (c1.eventually comm)
  have r2 : P2 * P k + P k * P2 = P2 ∧ H2 * P k + H k * P2 = P2 * H k + P k * H2 :=
    deriv_relations hH.2 hP.2 (c2.eventually idem) (c2.eventually comm)
  have hU := hB.unitary
  -- the trace in the adapted basis
  have htr : ∀ M, trace (inBasis U M) = trace M := by
    intro M
    rw [inBasis, Matrix.trace_mul_comm, ← mul_assoc, mul_eq_one_comm.mp hU, one_mul]
  have hsub : inBasis U (P1 * P2 - P2 * P1) =
      inBasis U P1 * inBasis U P2 - inBasis U P2 * inBasis U P1 := by
    rw [← inBasis_mul hU, ← inBasis_mul hU]
    simp only [inBasis, mul_sub, sub_mul]
  have hsum : trace (P k * (P1 * P2 - P2 * P1)) = ∑ a ∈ occ, ∑ b,
      (inBasis U P1 a b * inBasis U P2 b a - inBasis U P2 a b * inBasis U P1 b a) := by
    rw [← htr, inBasis_mul hU, hsub, hB.filling]
    simp only [Matrix.trace, Matrix.diag_apply, Matrix.diagonal_mul, Matrix.sub_apply]
    simp only [Matrix.mul_apply, ite_mul, one_mul, zero_mul, Finset.sum_ite_mem,
      Finset.univ_inter, Finset.sum_sub_distrib]
  rw [hsum]
  refine Finset.sum_congr rfl fun a ha => ?_
  -- only empty intermediate levels contribute
  rw [← Finset.sum_add_sum_compl occ, Finset.sum_eq_zero, zero_add]
  · refine Finset.sum_congr rfl fun b hb => ?_
    obtain ⟨p, q⟩ := (projector_elements hB r1.1 r1.2 ha).2 (Finset.mem_compl.mp hb)
    obtain ⟨r, s⟩ := (projector_elements hB r2.1 r2.2 ha).2 (Finset.mem_compl.mp hb)
    rw [p, q, r, s, div_mul_div_comm, div_mul_div_comm, ← sub_div, sq]
  · intro b hb
    rw [(projector_elements hB r1.1 r1.2 ha).1 hb,
      (projector_elements hB r2.1 r2.2 ha).1 hb, zero_mul, zero_mul, sub_zero]

/-- A rank-one projection on two bands, with a skyrmion texture in momentum space. -/
def skyrmionP (k : ℝ × ℝ) : Matrix (Fin 2) (Fin 2) ℂ :=
  !![1 / (1 + ((k.1 : ℂ) ^ 2 + (k.2 : ℂ) ^ 2)),
      (k.1 - Complex.I * k.2) / (1 + ((k.1 : ℂ) ^ 2 + (k.2 : ℂ) ^ 2));
     (k.1 + Complex.I * k.2) / (1 + ((k.1 : ℂ) ^ 2 + (k.2 : ℂ) ^ 2)),
      ((k.1 : ℂ) ^ 2 + (k.2 : ℂ) ^ 2) / (1 + ((k.1 : ℂ) ^ 2 + (k.2 : ℂ) ^ 2))]

/-- The flat-band Hamiltonian `1 - 2P` of the skyrmion projection. -/
def skyrmionH (k : ℝ × ℝ) : Matrix (Fin 2) (Fin 2) ℂ := 1 - (2 : ℂ) • skyrmionP k

/-- At zero momentum the skyrmion model meets all hypotheses of the trace formula, with the
standard basis, energies `-1, 1` and the first level occupied; the trace is `2i`. -/
theorem skyrmion_witness :
    (∀ k, skyrmionP k * skyrmionP k = skyrmionP k) ∧
    (∀ k, skyrmionH k * skyrmionP k = skyrmionP k * skyrmionH k) ∧
    HasPartials skyrmionH (-((2 : ℂ) • !![0, 1; 1, 0]))
      (-((2 : ℂ) • !![0, -Complex.I; Complex.I, 0])) (0, 0) ∧
    HasPartials skyrmionP !![0, 1; 1, 0] !![0, -Complex.I; Complex.I, 0] (0, 0) ∧
    IsGappedEigenbasis (skyrmionH (0, 0)) (skyrmionP (0, 0)) 1 ![-1, 1] {0} ∧
    trace (skyrmionP (0, 0) * (!![0, 1; 1, 0] * !![0, -Complex.I; Complex.I, 0] -
      !![0, -Complex.I; Complex.I, 0] * !![0, 1; 1, 0])) = 2 * Complex.I := by
  have hP0 : skyrmionP (0, 0) = !![1, 0; 0, 0] := by simp [skyrmionP]
  have hH0 : skyrmionH (0, 0) = !![-1, 0; 0, 1] := by
    rw [skyrmionH, hP0, Matrix.one_fin_two]
    ext i j
    fin_cases i <;> fin_cases j <;> norm_num
  have ext2 : ∀ a b c d a' b' c' d' : ℂ, a = a' → b = b' → c = c' → d = d' →
      !![a, b; c, d] = !![a', b'; c', d'] := by
    rintro _ _ _ _ _ _ _ _ rfl rfl rfl rfl
    rfl
  -- idempotency, with `w z` in place of the squared momentum
  have idem : ∀ w z s : ℂ, w * z = s → 1 + s ≠ 0 →
      !![1 / (1 + s), w / (1 + s); z / (1 + s), s / (1 + s)] *
        !![1 / (1 + s), w / (1 + s); z / (1 + s), s / (1 + s)] =
        !![1 / (1 + s), w / (1 + s); z / (1 + s), s / (1 + s)] := by
    intro w z s hs hd
    subst hs
    rw [Matrix.mul_fin_two]
    refine ext2 _ _ _ _ _ _ _ _ ?_ ?_ ?_ ?_ <;> field_simp
  -- derivative at zero of the rational functions that occur as entries
  have ratio : ∀ {f : ℝ → ℂ} (α β γ : ℂ),
      (∀ t : ℝ, f t = (α + β * t + γ * (t : ℂ) ^ 2) / (1 + (t : ℂ) ^ 2)) →
      HasDerivAt f β 0 := by
    intro f α β γ h
    have hc : HasDerivAt (fun t : ℝ => (t : ℂ)) 1 0 := by
      simpa using (hasDerivAt_id (0 : ℝ)).ofReal_comp
    have hn := ((hc.const_mul β).const_add α).fun_add ((hc.fun_pow 2).const_mul γ)
    rw [funext h]
    exact (hn.fun_div ((hc.fun_pow 2).const_add 1) (by simp)).congr_deriv (by simp)
  have hP : HasPartials skyrmionP !![0, 1; 1, 0] !![0, -Complex.I; Complex.I, 0] (0, 0) := by
    constructor <;> intro i j <;> fin_cases i <;> fin_cases j
    · exact ratio 1 0 0 (fun t => by simp [skyrmionP])
    · exact ratio 0 1 0 (fun t => by simp [skyrmionP])
    · exact ratio 0 1 0 (fun t => by simp [skyrmionP])
    · exact ratio 0 0 1 (fun t => by simp [skyrmionP])
    · exact ratio 1 0 0 (fun t => by simp [skyrmionP])
    · exact ratio 0 (-Complex.I) 0 (fun t => by simp [skyrmionP])
    · exact ratio 0 Complex.I 0 (fun t => by simp [skyrmionP])
    · exact ratio 0 0 1 (fun t => by simp [skyrmionP])
  refine ⟨fun k => idem _ _ _ (by linear_combination (-(k.2 : ℂ) ^ 2) * Complex.I_sq)
    (by exact_mod_cast (by positivity : (1 + (k.1 ^ 2 + k.2 ^ 2) : ℝ) ≠ 0)), fun k => ?_,
    ⟨fun i j => ((hP.1 i j).const_mul 2).const_sub ((1 : Matrix (Fin 2) (Fin 2) ℂ) i j),
      fun i j => ((hP.2 i j).const_mul 2).const_sub ((1 : Matrix (Fin 2) (Fin 2) ℂ) i j)⟩,
    hP, ⟨by simp, ?_, ?_, by norm_num [Fin.forall_fin_two]⟩, ?_⟩
  · simp only [skyrmionH, sub_mul, mul_sub, one_mul, mul_one, Matrix.smul_mul,
      Matrix.mul_smul]
  · rw [hH0]
    ext i j
    fin_cases i <;> fin_cases j <;> simp [inBasis]
  · rw [hP0]
    ext i j
    fin_cases i <;> fin_cases j <;> simp [inBasis]
  · rw [hP0]
    simp [Matrix.trace_fin_two]
    ring

end

end BandCurvature
```

```lean
#print axioms BandCurvature.trace_curvature_eq_sum
-- 'BandCurvature.trace_curvature_eq_sum' depends on axioms: [propext, Classical.choice, Quot.sound]
```

## From the product rule to the sum, lemma by lemma

`deriv_relations` produces the two differentiated relations. Its internal statement `prod` is the product rule for matrix families, obtained entry by entry from the scalar rule. The statement `uniq` says that families which agree near a point have equal derivatives there; applied to $P^2=P$ and $HP=PH$, it gives the two equations.

`projector_elements` writes these equations in the eigenbasis, using `inBasis_mul` to turn the matrix of a product into a product of matrices. With $H$ and $P$ diagonal, each entry is a scalar linear equation, which `linear_combination` solves. The `gap` field supplies the nonzero denominator, and only in the occupied–empty case.

The main theorem first restricts the neighbourhood of `k` to the two coordinate lines through it, so that `deriv_relations` applies to each partial derivative. Then `htr` shows that the trace is the same in the eigenbasis, and `hsum` writes it as a sum with $a$ occupied and $b$ unrestricted. Splitting the sum over $b$ into `occ` and its complement separates the terms that vanish from those that receive the quotients.

`skyrmion_witness` gives a two-band model, $H=1-2P$, that meets all the hypotheses at $k=0$. There the energies are $-1$ and $1$, with the first level occupied, and $\partial_1P=\sigma_x$, $\partial_2P=\sigma_y$ are Pauli matrices. The internal lemma `ratio` finds these derivatives: along each axis every entry has the form $(\alpha+\beta t+\gamma t^2)/(1+t^2)$, with derivative $\beta$ at $t=0$. The trace, computed directly, is $2i$. The eigenstate sum gives the same value: $\partial_1H=-2\sigma_x$ and $\partial_2H=-2\sigma_y$ yield the numerator $4i-(-4i)=8i$, and the squared energy difference is $4$.

## The sum on a momentum mesh

For non-interacting electrons at zero temperature in a finite-band model, this sum is, up to a constant factor, the integrand of Chern-number and intrinsic anomalous Hall calculations. With the Berry connection defined as $i\langle u|\partial_j u\rangle$, the total curvature of the occupied bands is $i$ times the trace.

In a tight-binding calculation with $H(k)=\sum_R e^{ik\cdot R}H_R$, where $H_R$ is the hopping matrix for lattice vector $R$, the derivatives are known in closed form: $\partial_jH=\sum_R iR_j\,e^{ik\cdot R}H_R$. This form leaves out the positions of the orbitals inside the cell. Including their phases in $H(k)$ can change the curvature at individual momenta; the Chern number of an insulator is unaffected, but the intrinsic anomalous Hall conductivity computed in this way for a metal can depend on them. At each mesh point one diagonalises $H(k)$, forms $U^\dagger(\partial_jH)U$ for $j=1,2$, and adds up the occupied–empty pairs. The phases that the diagonaliser happens to return cancel, because each $u_a$ and $u_b$ enters every product once as a bra and once as a ket. For an insulator, summing the curvature over the Brillouin zone, weighted by the mesh-cell area and divided by $2\pi$, approximates the Chern number, up to the sign convention; this integration is a further step beyond the pointwise identity proved here.
